# For a nuclear spin I > 0 coupled to an electron spin 1/2, ⟨3IzSz − I·S⟩ = ±(3M² − F(F+1))/(2I+1) in the levels F = I ± 1/2

The mean is taken in a state with definite total angular momentum F and definite projection M on the z axis. The 2×2 blocks of I·S and 3IzSz − I·S used below are cut out of operators on the full product space of electron and nuclear spin. An integer k selects the two product states of each block, and F enters through the value it gives to I·S.

An alternative is to define the states as joint eigenvectors of F² and Fz on the whole space. That would make F a quantum number by definition and would include the stretched states M = ±(I + 1/2), but a proof by 2×2 blocks would then have to include the reduction to them.

## Two product states for each M

Let S be the electron spin, I = n/2 the nuclear spin with n ≥ 1, and M the projection of I + S on the z axis, all in units of ħ. For k = 0, …, n − 1 the states |↑, k⟩ and |↓, k+1⟩, with nuclear projections k − n/2 and k + 1 − n/2, share the projection

M = k + 1/2 − n/2.

These are the values with |M| < I + 1/2. The stretched states M = ±(I + 1/2) of the level F = I + 1/2 are single product states outside the blocks, and the Lean theorems do not cover them. The ladder terms do not contribute there, so ⟨IzSz⟩ = ⟨I·S⟩ = I/2 and ⟨3IzSz − I·S⟩ = I, which agrees with the formula in the title. For spin 1/2, Sz² = 1/4 and S² = 3/4, so 3Sz² − S² = 0: the electron spin alone gives no tensor term.

The scalar product is I·S = IzSz + (S₊I₋ + S₋I₊)/2. With the ladder coefficient w = √((k+1)(n−k)), which satisfies w² = (I + 1/2)² − M², the eigenvalue equation for a vector (v0, v1) reads

(M − 1/2)/2 · v0 + w/2 · v1 = E v0

w/2 · v0 − (M + 1/2)/2 · v1 = E v1.

Multiplying the first equation by E + (M + 1/2)/2 and using the second to remove v1 gives

(E² + E/2 − (M² − 1/4)/4 − w²/4) v0 = 0.

Inserting w², the bracket becomes E² + E/2 − I(I+1)/4 = (E − I/2)(E + (I+1)/2). The same factor multiplies v1, so a nonzero vector requires E = I/2 or E = −(I+1)/2. Squaring F = I + S gives

I·S = (F(F+1) − I(I+1) − 3/4)/2,

which assigns these values to F = I + 1/2 and F = I − 1/2.

## The population difference fixes the tensor mean

Take |v0|² + |v1|² = 1 and let p = |v0|² − |v1|². Multiply the first equation by conj(v0) and the second by conj(v1), subtract, and add the complex conjugate of the result. E is real and the terms in w cancel:

(M − 1/2)|v0|² + (M + 1/2)|v1|² = 2E p.

The left side is M − p/2, so (2E + 1/2) p = M. The diagonal elements give ⟨IzSz⟩ = Mp/2 − 1/4, and ⟨I·S⟩ = E. Therefore

⟨3IzSz − I·S⟩ = 3Mp/2 − 3/4 − E.

For F = I + 1/2, p = 2M/(2I+1) and

⟨3IzSz − I·S⟩ = 3M²/(2I+1) − (2I+3)/4 = (3M² − F(F+1))/(2I+1).

For F = I − 1/2, p = −2M/(2I+1) and

⟨3IzSz − I·S⟩ = −3M²/(2I+1) + (2I−1)/4 = −(3M² − F(F+1))/(2I+1).

It would be wrong to read the ± as saying that the two means at equal M are negatives of each other. F(F+1) differs between the levels, and the means add up to −1, the trace of the block. For I = 3/2 and M = 1 they are −3/4 and −1/4. What changes sign is the prefactor, and with it the coefficient of M².

In an isolated level with total electronic angular momentum 1/2, for which S now stands, an effective field-induced term C(3IzSz − I·S), treated to first order with the same C for both F, contributes Stark shifts whose M² coefficients have opposite signs for nonzero C. Both levels show a dependence on M² only for I ≥ 3/2, since F = I − 1/2 has the single value M² = 0 for I = 1/2 and M² = 1/4 for I = 1. C stands for the strength of the anisotropic hyperfine coupling that a static field along z induces; its value and its derivation from the atomic Hamiltonian are not treated here.

## Spin matrices and blocks in Lean

```lean
import Mathlib

open Matrix
open scoped Kronecker

namespace HyperfineTensorStark

noncomputable section
```

Spin n/2 is represented on `Fin (n + 1)`, with index i for the projection i − n/2. Electron index 0 is therefore spin down and 1 is spin up.

```lean
/-- The z component of a spin n/2, in the basis of projections i - n/2. -/
def spinZ (n : ℕ) : Matrix (Fin (n + 1)) (Fin (n + 1)) ℂ :=
  Matrix.diagonal fun i => ((i : ℕ) : ℂ) - (n : ℂ) / 2

/-- The ladder coefficient between the projections j - n/2 and j + 1 - n/2 of a spin n/2. -/
def ladder (n j : ℕ) : ℝ := √(((j : ℝ) + 1) * ((n : ℝ) - j))

/-- The raising operator of a spin n/2; its transpose is the lowering operator. -/
def spinUp (n : ℕ) : Matrix (Fin (n + 1)) (Fin (n + 1)) ℂ :=
  Matrix.of fun i j => if (i : ℕ) = (j : ℕ) + 1 then ((ladder n j : ℝ) : ℂ) else 0
```

The electron is the case n = 1 of the same construction.

```lean
/-- The z component of the electron spin 1/2. -/
def Sz : Matrix (Fin 2) (Fin 2) ℂ := spinZ 1

/-- The raising operator of the electron spin 1/2. -/
def Sp : Matrix (Fin 2) (Fin 2) ℂ := spinUp 1
```

The Kronecker product `⊗ₖ` puts the electron factor first. The ladder matrices are real, so a transpose suffices for the lowering operators.

```lean
/-- The scalar product I·S on the product space of electron and nuclear spin. -/
def dotIS (n : ℕ) : Matrix (Fin 2 × Fin (n + 1)) (Fin 2 × Fin (n + 1)) ℂ :=
  Sz ⊗ₖ spinZ n + (1 / 2 : ℂ) • (Sp ⊗ₖ (spinUp n)ᵀ + Spᵀ ⊗ₖ spinUp n)

/-- The tensor operator 3 Iz Sz - I·S on the product space. -/
def tensorIS (n : ℕ) : Matrix (Fin 2 × Fin (n + 1)) (Fin 2 × Fin (n + 1)) ℂ :=
  (3 : ℂ) • (Sz ⊗ₖ spinZ n) - dotIS n

/-- The nuclear spin quantum number I = n/2. -/
def nucI (n : ℕ) : ℝ := (n : ℝ) / 2
```

The index `k : Fin n` labels a block. For n = 0 there is none; for n = 1 the only block has M = 0.

```lean
/-- The total projection M of the block with index k. -/
def projM {n : ℕ} (k : Fin n) : ℝ := ((k : ℕ) : ℝ) + 1 / 2 - (n : ℝ) / 2
```

Inside a block, component 0 belongs to spin up and component 1 to spin down, as in v0 and v1 above.

```lean
/-- The two product states of a block: electron spin up, then electron spin down. -/
def blockState {n : ℕ} (k : Fin n) : Fin 2 → Fin 2 × Fin (n + 1) :=
  ![(1, k.castSucc), (0, k.succ)]

/-- The 2x2 block of an operator on the product space. -/
def block {n : ℕ} (A : Matrix (Fin 2 × Fin (n + 1)) (Fin 2 × Fin (n + 1)) ℂ) (k : Fin n) :
    Matrix (Fin 2) (Fin 2) ℂ := A.submatrix (blockState k) (blockState k)
```

`dotValue` is the relation between F and I·S. `IsHyperfineState` requires normalisation and the corresponding eigenvalue equation, with complex components and arbitrary phase.

```lean
/-- The value of I·S for total angular momentum F. -/
def dotValue (n : ℕ) (F : ℝ) : ℝ := (F * (F + 1) - nucI n * (nucI n + 1) - 3 / 4) / 2

/-- A unit vector of the block on which I·S takes its value for total angular momentum F. -/
def IsHyperfineState {n : ℕ} (k : Fin n) (F : ℝ) (v : Fin 2 → ℂ) : Prop :=
  star v ⬝ᵥ v = 1 ∧ block (dotIS n) k *ᵥ v = ((dotValue n F : ℝ) : ℂ) • v
```

## From the full operators to the components

The electron matrices are computed entry by entry, and the vanishing of 3Sz² − S² follows from them. S² is written as Sz² + (S₊S₋ + S₋S₊)/2.

```lean
/-- The explicit matrices of Sz and of the raising operator for the electron. -/
theorem electron_matrices : Sz = !![-1 / 2, 0; 0, 1 / 2] ∧ Sp = !![0, 0; 1, 0] := by
  constructor
  · ext i j
    fin_cases i <;> fin_cases j <;> simp [Sz, spinZ] <;> norm_num
  · ext i j
    fin_cases i <;> fin_cases j <;> simp [Sp, spinUp, ladder]

/-- The purely electronic tensor operator 3 Sz² - S² vanishes for spin 1/2. -/
theorem electron_tensor_eq_zero :
    (3 : ℂ) • (Sz * Sz) - (Sz * Sz + (1 / 2 : ℂ) • (Sp * Spᵀ + Spᵀ * Sp)) = 0 := by
  have hT : (!![0, 0; 1, 0] : Matrix (Fin 2) (Fin 2) ℂ)ᵀ = !![0, 1; 0, 0] := by
    ext i j
    fin_cases i <;> fin_cases j <;> rfl
  rw [electron_matrices.1, electron_matrices.2, hT]
  ext i j
  fin_cases i <;> fin_cases j <;> simp <;> norm_num
```

The next two theorems justify the block. Both states have projection M, and I·S has no matrix element from them to any other product state. A block eigenvector, extended by zeros, is thus an eigenvector of the full I·S. The proof of closure goes through the spin directions and compares nuclear indices.

```lean
/-- Both states of a block have total projection M, and |M| < I + 1/2. -/
theorem block_projection {n : ℕ} (k : Fin n) :
    (∀ a, Sz (blockState k a).1 (blockState k a).1
      + spinZ n (blockState k a).2 (blockState k a).2 = ((projM k : ℝ) : ℂ))
    ∧ |projM k| < nucI n + 1 / 2 := by
  constructor
  · intro a
    rw [electron_matrices.1]
    fin_cases a <;> simp [blockState, spinZ, projM] <;> ring
  · have h : ((k : ℕ) : ℝ) < n := by exact_mod_cast k.isLt
    have h0 : (0 : ℝ) ≤ ((k : ℕ) : ℝ) := Nat.cast_nonneg _
    rw [abs_lt]
    unfold projM nucI
    constructor <;> linarith

/-- I·S has no matrix element leading out of a block. -/
theorem block_closed {n : ℕ} (k : Fin n) (a : Fin 2) (p : Fin 2 × Fin (n + 1))
    (hp : ∀ b, p ≠ blockState k b) : dotIS n p (blockState k a) = 0 := by
  obtain ⟨s, m⟩ := p
  have h0 : s = 1 → m ≠ k.castSucc := fun hs hm => hp 0 (by rw [hs, hm]; rfl)
  have h1 : s = 0 → m ≠ k.succ := fun hs hm => hp 1 (by rw [hs, hm]; rfl)
  have hs : s = 0 ∨ s = 1 := by omega
  have ha : a = 0 ∨ a = 1 := by omega
  rcases hs with rfl | rfl
  · have h := h1 rfl
    have h' : (m : ℕ) ≠ (k : ℕ) + 1 := fun e => h (Fin.ext (by simpa using e))
    rcases ha with rfl | rfl <;>
      simp [dotIS, blockState, electron_matrices.1, electron_matrices.2, spinZ, spinUp, h, h']
  · have h := h0 rfl
    have h' : (k : ℕ) ≠ (m : ℕ) := fun e => h (Fin.ext (by simpa using e.symm))
    rcases ha with rfl | rfl <;>
      simp [dotIS, blockState, electron_matrices.1, electron_matrices.2, spinZ, spinUp, h, h']
```

The matrix elements are then evaluated, and the eigenvalue equation becomes the two component equations of the derivation.

```lean
/-- The blocks of I·S and of 3 Iz Sz - I·S in terms of M and the ladder coefficient. -/
theorem block_matrices {n : ℕ} (k : Fin n) :
    block (dotIS n) k = !![(((projM k - 1 / 2) / 2 : ℝ) : ℂ), ((ladder n k / 2 : ℝ) : ℂ);
      ((ladder n k / 2 : ℝ) : ℂ), ((-(projM k + 1 / 2) / 2 : ℝ) : ℂ)]
    ∧ block (tensorIS n) k = !![((projM k - 1 / 2 : ℝ) : ℂ), ((-ladder n k / 2 : ℝ) : ℂ);
      ((-ladder n k / 2 : ℝ) : ℂ), ((-(projM k + 1 / 2) : ℝ) : ℂ)] := by
  constructor <;> ext i j <;> fin_cases i <;> fin_cases j <;>
    simp [block, tensorIS, dotIS, blockState, electron_matrices.1, electron_matrices.2,
      spinZ, spinUp, projM] <;> ring

/-- The eigenvalue equation of I·S in a block, written in components. -/
theorem eigen_iff {n : ℕ} (k : Fin n) (E : ℂ) (v : Fin 2 → ℂ) :
    block (dotIS n) k *ᵥ v = E • v ↔
      (((projM k - 1 / 2) / 2 : ℝ) : ℂ) * v 0 + ((ladder n k / 2 : ℝ) : ℂ) * v 1 = E * v 0 ∧
      ((ladder n k / 2 : ℝ) : ℂ) * v 0 + ((-(projM k + 1 / 2) / 2 : ℝ) : ℂ) * v 1
        = E * v 1 := by
  rw [(block_matrices k).1, funext_iff, Fin.forall_fin_two]
  simp only [Matrix.mulVec, dotProduct, Fin.sum_univ_two, Pi.smul_apply, smul_eq_mul]
  exact Iff.rfl
```

## Eigenvectors for both F, and no further eigenvalues

The Clebsch–Gordan vectors are (√(k+1), √(n−k))/√(n+1) for F = I + 1/2 and (√(n−k), −√(k+1))/√(n+1) for F = I − 1/2. After the square roots are replaced by letters with known squares, normalisation and both components of the eigenvalue equation are polynomial identities. Every block therefore contains a state of each kind.

```lean
/-- Explicit Clebsch-Gordan vectors are hyperfine states with F = I + 1/2 and F = I - 1/2. -/
theorem hyperfineState_witness {n : ℕ} (k : Fin n) :
    IsHyperfineState k (nucI n + 1 / 2)
      ![((√((k : ℕ) + 1) / √(n + 1) : ℝ) : ℂ), ((√(n - (k : ℕ)) / √(n + 1) : ℝ) : ℂ)] ∧
    IsHyperfineState k (nucI n - 1 / 2)
      ![((√(n - (k : ℕ)) / √(n + 1) : ℝ) : ℂ), ((-√((k : ℕ) + 1) / √(n + 1) : ℝ) : ℂ)] := by
  have hk : ((k : ℕ) : ℝ) < n := by exact_mod_cast k.isLt
  have hw : ladder n k = √((k : ℕ) + 1) * √(n - (k : ℕ)) := Real.sqrt_mul (by positivity) _
  have hp : √(((k : ℕ) : ℝ) + 1) ^ 2 = (k : ℕ) + 1 := Real.sq_sqrt (by positivity)
  have hq : √((n : ℝ) - (k : ℕ)) ^ 2 = n - (k : ℕ) := Real.sq_sqrt (by linarith)
  have hr : √((n : ℝ) + 1) ^ 2 = n + 1 := Real.sq_sqrt (by positivity)
  have hr0 : √((n : ℝ) + 1) ≠ 0 := (Real.sqrt_pos.mpr (by positivity)).ne'
  unfold IsHyperfineState
  rw [eigen_iff, eigen_iff, hw]
  simp only [dotProduct, Fin.sum_univ_two, Pi.star_apply, Matrix.cons_val_zero,
    Matrix.cons_val_one, Complex.star_def, Complex.conj_ofReal]
  generalize √(((k : ℕ) : ℝ) + 1) = p at *
  generalize √((n : ℝ) - (k : ℕ)) = q at *
  generalize √((n : ℝ) + 1) = r at *
  norm_cast
  unfold dotValue projM nucI
  refine ⟨⟨?_, ?_, ?_⟩, ?_, ?_, ?_⟩
  · field_simp
    linear_combination hp + hq - hr
  · linear_combination (p / r / 2) * hq
  · linear_combination (q / r / 2) * hp
  · field_simp
    linear_combination hp + hq - hr
  · linear_combination (-(q / r) / 2) * hp
  · linear_combination (p / r / 2) * hq
```

`dotIS_eigenvalues` states that a complex number E has a nonzero eigenvector in the block if and only if it is I/2 or −(I+1)/2. In the forward direction, `h0` and `h1` are the eliminated equations for v0 and v1. If E were neither value, both components would vanish. The converse uses the explicit vectors.

```lean
/-- In each block the eigenvalues of I·S are exactly I/2 and -(I+1)/2. -/
theorem dotIS_eigenvalues {n : ℕ} (k : Fin n) (E : ℂ) :
    (∃ v, v ≠ 0 ∧ block (dotIS n) k *ᵥ v = E • v) ↔
      E = ((nucI n / 2 : ℝ) : ℂ) ∨ E = ((-(nucI n + 1) / 2 : ℝ) : ℂ) := by
  constructor
  · rintro ⟨v, hv, h⟩
    obtain ⟨e1, e2⟩ := (eigen_iff k E v).1 h
    have hk : ((k : ℕ) : ℝ) < n := by exact_mod_cast k.isLt
    have hR : ladder n k ^ 2 = ((k : ℕ) + 1) * (n - (k : ℕ)) :=
      Real.sq_sqrt (mul_nonneg (by positivity) (by linarith))
    have hw : ((ladder n k : ℝ) : ℂ) ^ 2 = ((k : ℕ) + 1) * (n - (k : ℕ)) := by
      exact_mod_cast congrArg (fun x : ℝ => (x : ℂ)) hR
    unfold projM at e1 e2
    unfold nucI
    push_cast at e1 e2 ⊢
    -- eliminating one component leaves the characteristic polynomial times the other
    have h0 : (E - n / 2 / 2) * (E - -(n / 2 + 1) / 2) * v 0 = 0 := by
      linear_combination (-(E + ((k : ℕ) + 1 - n / 2) / 2)) * e1
        - (ladder n k : ℂ) / 2 * e2 + v 0 / 4 * hw
    have h1 : (E - n / 2 / 2) * (E - -(n / 2 + 1) / 2) * v 1 = 0 := by
      linear_combination (-(E - ((k : ℕ) - n / 2) / 2)) * e2
        - (ladder n k : ℂ) / 2 * e1 + v 1 / 4 * hw
    by_contra hne
    rw [not_or] at hne
    have hc := mul_ne_zero (sub_ne_zero.2 hne.1) (sub_ne_zero.2 hne.2)
    apply hv
    funext i
    have hi : i = 0 ∨ i = 1 := by omega
    rcases hi with rfl | rfl
    · exact (mul_eq_zero.1 h0).resolve_left hc
    · exact (mul_eq_zero.1 h1).resolve_left hc
  · have key : ∀ F v, IsHyperfineState k F v → v ≠ 0 := by
      rintro F v ⟨hN, -⟩ rfl
      simp at hN
    rintro (rfl | rfl)
    · have h := (hyperfineState_witness k).1
      refine ⟨_, key _ _ h, ?_⟩
      rw [h.2]
      congr 2
      unfold dotValue
      ring
    · have h := (hyperfineState_witness k).2
      refine ⟨_, key _ _ h, ?_⟩
      rw [h.2]
      congr 2
      unfold dotValue
      ring
```

## The tensor mean in every unit eigenvector

`tensor_mean_relation` is the formula for the mean multiplied by 2E + 1/2, which avoids a division. The equations `c1` and `c2` are the conjugates of the component equations, and `hz` is (2E + 1/2) p = M. The last `linear_combination` inserts this into the mean.

```lean
/-- A relation between an eigenvalue E of I·S and the mean of 3 Iz Sz - I·S
in a unit eigenvector. -/
theorem tensor_mean_relation {n : ℕ} (k : Fin n) (E : ℝ) (v : Fin 2 → ℂ)
    (hN : star v ⬝ᵥ v = 1) (hE : block (dotIS n) k *ᵥ v = (E : ℂ) • v) :
    (2 * (E : ℂ) + 1 / 2) * (star v ⬝ᵥ (block (tensorIS n) k *ᵥ v)) =
      3 * (projM k : ℂ) ^ 2 / 2 - (3 / 4 + (E : ℂ)) * (2 * (E : ℂ) + 1 / 2) := by
  obtain ⟨e1, e2⟩ := (eigen_iff k E v).1 hE
  have c1 := congrArg (starRingEnd ℂ) e1
  have c2 := congrArg (starRingEnd ℂ) e2
  simp only [map_add, map_mul, Complex.conj_ofReal] at c1 c2
  have hT : star v ⬝ᵥ (block (tensorIS n) k *ᵥ v) =
      starRingEnd ℂ (v 0) * (((projM k - 1 / 2 : ℝ) : ℂ) * v 0
        + ((-ladder n k / 2 : ℝ) : ℂ) * v 1)
      + starRingEnd ℂ (v 1) * (((-ladder n k / 2 : ℝ) : ℂ) * v 0
        + ((-(projM k + 1 / 2) : ℝ) : ℂ) * v 1) := by
    rw [(block_matrices k).2]
    simp only [Matrix.mulVec, dotProduct, Fin.sum_univ_two, Pi.star_apply]
    rfl
  simp only [dotProduct, Fin.sum_univ_two, Pi.star_apply, Complex.star_def] at hN
  rw [hT]
  push_cast at e1 e2 c1 c2 ⊢
  generalize starRingEnd ℂ (v 0) = a at *
  generalize starRingEnd ℂ (v 1) = b at *
  -- the difference of the spin-up and spin-down populations
  have hz : (2 * (E : ℂ) + 1 / 2) * (a * v 0 - b * v 1) = projM k := by
    linear_combination -(a * e1 - b * e2 + v 0 * c1 - v 1 * c2) + (projM k : ℂ) * hN
  linear_combination (2 * (E : ℂ) + 1 / 2) * (-(a * e1 + b * e2) - (3 / 4 + (E : ℂ)) * hN)
    + 3 * (projM k : ℂ) / 2 * hz
```

The final theorem takes any unit hyperfine state and treats the two values of F separately. There 2E + 1/2 equals I + 1/2 or −(I + 1/2), and this sign becomes the sign in front of the result. The expectation value is `star v ⬝ᵥ (block (tensorIS n) k *ᵥ v)`, a complex number shown to equal a real one.

```lean
/-- In a unit hyperfine state of a 2x2 block the mean of 3 Iz Sz - I·S is (3M² - F(F+1))/(2I+1) for
F = I + 1/2, and minus that expression for F = I - 1/2. -/
theorem hyperfine_tensor_mean {n : ℕ} (k : Fin n) (F : ℝ) (v : Fin 2 → ℂ)
    (hv : IsHyperfineState k F v) :
    (F = nucI n + 1 / 2 → star v ⬝ᵥ (block (tensorIS n) k *ᵥ v) =
      (((3 * projM k ^ 2 - F * (F + 1)) / (2 * nucI n + 1) : ℝ) : ℂ)) ∧
    (F = nucI n - 1 / 2 → star v ⬝ᵥ (block (tensorIS n) k *ᵥ v) =
      ((-((3 * projM k ^ 2 - F * (F + 1)) / (2 * nucI n + 1)) : ℝ) : ℂ)) := by
  have h := tensor_mean_relation k _ v hv.1 hv.2
  have hpos : 2 * nucI n + 1 ≠ 0 := by unfold nucI; positivity
  have hne : 2 * (nucI n : ℂ) + 1 ≠ 0 := by exact_mod_cast hpos
  generalize star v ⬝ᵥ (block (tensorIS n) k *ᵥ v) = T at *
  unfold dotValue at h
  constructor
  · rintro rfl
    push_cast at h ⊢
    rw [eq_div_iff hne]
    linear_combination 2 * h
  · rintro rfl
    push_cast at h ⊢
    rw [← neg_div, eq_div_iff hne]
    linear_combination -2 * h

end

end HyperfineTensorStark
```

```lean
#print axioms HyperfineTensorStark.electron_tensor_eq_zero
#print axioms HyperfineTensorStark.block_closed
#print axioms HyperfineTensorStark.dotIS_eigenvalues
#print axioms HyperfineTensorStark.hyperfine_tensor_mean
```

```
'HyperfineTensorStark.electron_tensor_eq_zero' depends on axioms: [propext, Classical.choice, Quot.sound]
'HyperfineTensorStark.block_closed' depends on axioms: [propext, Classical.choice, Quot.sound]
'HyperfineTensorStark.dotIS_eigenvalues' depends on axioms: [propext, Classical.choice, Quot.sound]
'HyperfineTensorStark.hyperfine_tensor_mean' depends on axioms: [propext, Classical.choice, Quot.sound]
```
